# The squared norm of \(S_+\psi\) for a determinant with unitary orbital overlap

An unrestricted determinant gives up and down electrons different spatial orbitals, so it need not have a definite total spin. Here the determinant is described by its occupations and not by an antisymmetrised product of orbitals. It is a unit vector \(\psi\) on which creation in an occupied orbital, or annihilation in an empty one, gives zero.

Let \(a_p\) and \(b_q\) annihilate an electron in up orbital \(p\) and down orbital \(q\), and let \(A\) and \(B\) be the sets of occupied up and down orbitals. The spatial overlaps are \(M_{pq}=\langle\varphi_p^{\uparrow}|\varphi_q^{\downarrow}\rangle\), written \(M\) because \(S\) is taken by the spin. If \(M\) is unitary, the raising operator in units of \(\hbar\) is \(S_+=\sum_{pq}M_{pq}\,a_p^\dagger b_q\), and

\[
\|S_+\psi\|^2=|B|-\sum_{p\in A}\sum_{q\in B}|M_{pq}|^2 .
\]

Unitarity says that the two orthonormal orbital sets span the same finite-dimensional space, as they do when both are complete sets of molecular orbitals in one basis.

```lean
import Mathlib

open Matrix
open scoped ComplexOrder

namespace SpinContamination

variable {n ι : Type*} [Fintype n] [DecidableEq n] [Fintype ι] [DecidableEq ι]
```

## Operators and occupations

The finite type `n` labels the orbitals of each spin, and `ι` labels a basis of the many-electron space. The operators are complex matrices, with `c (.inl p)` for \(a_p\) and `c (.inr q)` for \(b_q\). For any two of them,

\[
c_xc_y+c_yc_x=0,\qquad c_xc_y^\dagger+c_y^\dagger c_x=\delta_{xy}.
\]

```lean
/-- Canonical anticommutation relations for annihilators `c (inl p)` (spin up) and
`c (inr q)` (spin down); the creators are the conjugate transposes. -/
structure IsCAR (c : n ⊕ n → Matrix ι ι ℂ) : Prop where
  anti : ∀ x y, c x * c y + c y * c x = 0
  mixed : ∀ x y, c x * (c y)ᴴ + (c y)ᴴ * c x = if x = y then 1 else 0
```

The determinant conditions are \(a_p^\dagger\psi=0\) for \(p\in A\), \(a_p\psi=0\) for \(p\notin A\), the same for \(b_q\) and \(B\), and \(\langle\psi,\psi\rangle=1\). The inner product is `star ψ ⬝ᵥ ψ`, conjugate-linear in its first argument.

```lean
/-- A unit state in which exactly the up orbitals `A` and the down orbitals `B` are occupied:
nothing can be created in an occupied orbital or annihilated in an empty one. -/
structure IsDeterminant (c : n ⊕ n → Matrix ι ι ℂ) (A B : Finset n) (ψ : ι → ℂ) : Prop where
  up_occ : ∀ p ∈ A, (c (.inl p))ᴴ *ᵥ ψ = 0
  up_emp : ∀ p, p ∉ A → c (.inl p) *ᵥ ψ = 0
  down_occ : ∀ q ∈ B, (c (.inr q))ᴴ *ᵥ ψ = 0
  down_emp : ∀ q, q ∉ B → c (.inr q) *ᵥ ψ = 0
  unit : star ψ ⬝ᵥ ψ = 1
```

A single flip is \(F_{pq}=a_p^\dagger b_q\). It turns a down electron into an up electron, whereas spin-flip methods usually start from a high-spin reference and flip the other way.

```lean
/-- The single spin flip `a_p† b_q`, from down orbital `q` to up orbital `p`. -/
def spinFlip (c : n ⊕ n → Matrix ι ι ℂ) (p q : n) : Matrix ι ι ℂ :=
  (c (.inl p))ᴴ * c (.inr q)
```

In Lean `M` is any matrix, and from here on \(S_+\) denotes the sum \(\sum_{pq}M_{pq}F_{pq}\). It is the physical raising operator when \(M\) is the unitary overlap matrix of the two orbital sets.

```lean
/-- The operator `∑ M_pq a_p† b_q` for any matrix `M`, a weighted sum of single spin flips from down
to up orbitals. -/
def raising (c : n ⊕ n → Matrix ι ι ℂ) (M : Matrix n n ℂ) : Matrix ι ι ℂ :=
  ∑ p, ∑ q, M p q • spinFlip c p q
```

## Contracting two flips

Operators act linearly, \(\left(\sum_kX_k\right)v=\sum_kX_kv\), which follows by induction on the number of terms.

```lean
omit [DecidableEq ι] in
/-- A sum of operators acts on a state term by term. -/
theorem sum_act {κ : Type*} (s : Finset κ) (X : κ → Matrix ι ι ℂ) (v : ι → ℂ) :
    (∑ k ∈ s, X k) *ᵥ v = ∑ k ∈ s, X k *ᵥ v := by
  classical
  induction s using Finset.induction_on with
  | empty => simp
  | insert k s hk ih => rw [Finset.sum_insert hk, Finset.sum_insert hk, add_mulVec, ih]
```

The mixed relation, applied to a vector \(v\), moves an annihilator past a creator:

\[
c_x c_y^\dagger v=\delta_{xy}v-c_y^\dagger c_xv .
\]

```lean
omit [Fintype n] in
/-- Moving an annihilator past a creator, acting on any state, for operators obeying the
anticommutation relations. -/
theorem annihilate_create {c : n ⊕ n → Matrix ι ι ℂ} (hc : IsCAR c) (x y : n ⊕ n)
    (v : ι → ℂ) : c x *ᵥ ((c y)ᴴ *ᵥ v) =
      (if x = y then 1 else 0 : ℂ) • v - (c y)ᴴ *ᵥ (c x *ᵥ v) := by
  rw [eq_sub_iff_add_eq, mulVec_mulVec, mulVec_mulVec, ← add_mulVec, hc.mixed]
  split_ifs <;> simp
```

A flip \(F_{pq}\psi\) vanishes unless \(p\notin A\) and \(q\in B\). If \(q\notin B\), then \(b_q\psi=0\). If \(q\in B\) but \(p\in A\), then \(a_p^\dagger b_q\psi=-b_qa_p^\dagger\psi=0\). This is `hz` in the proof.

Now let both \(F_{pq}\) and \(F_{p'q'}\) be allowed. Since \(a_pb_{q'}\psi=-b_{q'}a_p\psi=0\) (`e0`), the up operators contract to a delta:

\[
\langle F_{pq}\psi,F_{p'q'}\psi\rangle
=\langle b_q\psi,a_pa_{p'}^\dagger b_{q'}\psi\rangle
=\delta_{pp'}\langle b_q\psi,b_{q'}\psi\rangle .
\]

For the down operators, \(b_q^\dagger\psi=0\) gives

\[
0=b_{q'}b_q^\dagger\psi=\delta_{qq'}\psi-b_q^\dagger b_{q'}\psi ,
\]

hence \(b_q^\dagger b_{q'}\psi=\delta_{qq'}\psi\) (`e1`, `e2`). With \(\langle\psi,\psi\rangle=1\), the overlap is \(\delta_{pp'}\delta_{qq'}\). Allowed flips are therefore orthonormal. The long rewrite carries out these contractions, and the case splits evaluate the deltas.

```lean
variable {c : n ⊕ n → Matrix ι ι ℂ} {A B : Finset n} {ψ : ι → ℂ}

/-- For operators obeying the anticommutation relations, different single spin flips of a
determinant are orthogonal; a flip has norm one if it goes from an occupied down orbital to an empty
up orbital, and vanishes otherwise. -/
theorem flip_overlap (hc : IsCAR c) (hψ : IsDeterminant c A B ψ) (p q p' q' : n) :
    star (spinFlip c p q *ᵥ ψ) ⬝ᵥ (spinFlip c p' q' *ᵥ ψ) =
      if p = p' ∧ q = q' then (if p ∉ A ∧ q ∈ B then 1 else 0) else 0 := by
  -- flips blocked by the Pauli principle or by an empty source orbital
  have hz : ∀ r s, ¬(r ∉ A ∧ s ∈ B) → spinFlip c r s *ᵥ ψ = 0 := by
    intro r s h
    by_cases hs : s ∈ B
    · have hr : r ∈ A := by
        by_contra hr
        exact h ⟨hr, hs⟩
      have h0 : (c (.inl r))ᴴ * c (.inr s) + c (.inr s) * (c (.inl r))ᴴ = 0 := by
        rw [add_comm, hc.mixed]
        simp
      rw [spinFlip, eq_neg_of_add_eq_zero_left h0, neg_mulVec, ← mulVec_mulVec,
        hψ.up_occ r hr, mulVec_zero, neg_zero]
    · rw [spinFlip, ← mulVec_mulVec, hψ.down_emp s hs, mulVec_zero]
  by_cases hx : p ∉ A ∧ q ∈ B
  · by_cases hy : p' ∉ A ∧ q' ∈ B
    · -- contract the up operators, then the down operators
      have e0 : c (.inl p) *ᵥ (c (.inr q') *ᵥ ψ) = 0 := by
        rw [mulVec_mulVec, eq_neg_of_add_eq_zero_left (hc.anti _ _), neg_mulVec,
          ← mulVec_mulVec, hψ.up_emp p hx.1, mulVec_zero, neg_zero]
      have e1 := annihilate_create hc (.inr q') (.inr q) ψ
      rw [hψ.down_occ q hx.2, mulVec_zero] at e1
      have e2 := (sub_eq_zero.mp e1.symm).symm
      rw [spinFlip, spinFlip, ← mulVec_mulVec, ← mulVec_mulVec, star_mulVec,
        ← dotProduct_mulVec, conjTranspose_conjTranspose, annihilate_create hc, e0,
        mulVec_zero, sub_zero, dotProduct_smul, star_mulVec, ← dotProduct_mulVec, e2,
        dotProduct_smul, hψ.unit, if_pos hx]
      by_cases h1 : p = p'
      · by_cases h2 : q = q'
        · simp [h1, h2]
        · simp [h2, Ne.symm h2]
      · simp [h1]
    · rw [hz p' q' hy, dotProduct_zero]
      by_cases h : p = p' ∧ q = q'
      · exact absurd (h.1 ▸ h.2 ▸ hx) hy
      · rw [if_neg h]
  · rw [hz p q hx, star_zero, zero_dotProduct, if_neg hx, ite_self]
```

## Summing the allowed flips

Expanding both copies of \(S_+\psi\) gives

\[
\|S_+\psi\|^2=\sum_{pq}\sum_{p'q'}\overline{M_{pq}}\,M_{p'q'}
\langle F_{pq}\psi,F_{p'q'}\psi\rangle
=\sum_{p\notin A}\sum_{q\in B}|M_{pq}|^2 .
\]

No condition on \(M\) is needed. In the proof, `hF` writes \(S_+\psi\) as one sum over pairs, `hD` keeps the diagonal terms, and the remaining lines restrict the sums to \(p\in A^c\) and \(q\in B\). The equation is between complex numbers, so the real norms `‖M p q‖` are cast to `ℂ`.

```lean
/-- For operators obeying the anticommutation relations and any matrix `M`, the squared norm of
`raising c M *ᵥ ψ` is the sum of `|M_pq|²` over empty up orbitals `p` and occupied down orbitals `q`
of the determinant `ψ`. -/
theorem raising_norm (hc : IsCAR c) (hψ : IsDeterminant c A B ψ) (M : Matrix n n ℂ) :
    star (raising c M *ᵥ ψ) ⬝ᵥ (raising c M *ᵥ ψ) =
      ∑ p ∈ Aᶜ, ∑ q ∈ B, (‖M p q‖ : ℂ) ^ 2 := by
  have hF : raising c M *ᵥ ψ = ∑ x : n × n, M x.1 x.2 • (spinFlip c x.1 x.2 *ᵥ ψ) := by
    simp only [raising, sum_act, smul_mulVec, Fintype.sum_prod_type]
  -- only the diagonal terms of the double sum survive
  have hD : star (raising c M *ᵥ ψ) ⬝ᵥ (raising c M *ᵥ ψ) =
      ∑ x : n × n, (‖M x.1 x.2‖ : ℂ) ^ 2 * (if x.1 ∉ A ∧ x.2 ∈ B then 1 else 0) := by
    rw [hF, star_sum, sum_dotProduct]
    refine Finset.sum_congr rfl fun x _ => ?_
    rw [dotProduct_sum, Finset.sum_eq_single x]
    · rw [star_smul, smul_dotProduct, dotProduct_smul, flip_overlap hc hψ,
        if_pos ⟨rfl, rfl⟩, smul_eq_mul, smul_eq_mul, ← mul_assoc, Complex.star_def,
        Complex.conj_mul']
    · intro y _ hy
      rw [star_smul, smul_dotProduct, dotProduct_smul, flip_overlap hc hψ,
        if_neg (fun e => hy (Prod.ext e.1 e.2).symm), smul_zero, smul_zero]
    · intro h
      exact absurd (Finset.mem_univ x) h
  rw [hD, Fintype.sum_prod_type]
  refine (Finset.sum_subset (Finset.subset_univ Aᶜ) ?_).symm.trans
    (Finset.sum_congr rfl fun p hp =>
      (Finset.sum_subset (Finset.subset_univ B) ?_).symm.trans
        (Finset.sum_congr rfl fun q hq => ?_))
  · intro p _ hp
    have hp' : p ∈ A := by simpa using hp
    simp [hp']
  · intro q _ hq
    simp [hq]
  · rw [if_pos ⟨Finset.mem_compl.mp hp, hq⟩, mul_one]
```

Unitarity enters through the columns of \(M\). The diagonal entries of \(M^\dagger M=1\) say that \(\sum_p|M_{pq}|^2=1\) for every \(q\) (`hcol`). Summing over \(q\in B\) gives \(|B|\) (`htot`), and splitting the sum over \(p\) yields

\[
\sum_{p\notin A}\sum_{q\in B}|M_{pq}|^2
=|B|-\sum_{p\in A}\sum_{q\in B}|M_{pq}|^2 .
\]

The theorem reads: for operators obeying the anticommutation relations, a determinant `ψ` with occupations `A` and `B`, and a matrix with `Mᴴ * M = 1`, the squared norm of `raising c M *ᵥ ψ` is `B.card` minus the occupied overlap sum.

```lean
/-- For operators obeying the anticommutation relations, a determinant `ψ` and a unitary matrix `M`,
the squared norm of `raising c M *ᵥ ψ` is the number of occupied down orbitals minus the sum of
`|M_pq|²` over occupied up orbitals `p` and occupied down orbitals `q`. -/
theorem spin_contamination (hc : IsCAR c) (hψ : IsDeterminant c A B ψ) {M : Matrix n n ℂ}
    (hM : Mᴴ * M = 1) : star (raising c M *ᵥ ψ) ⬝ᵥ (raising c M *ᵥ ψ) =
      (B.card : ℂ) - ∑ p ∈ A, ∑ q ∈ B, (‖M p q‖ : ℂ) ^ 2 := by
  -- every down orbital is normalised in the basis of up orbitals
  have hcol : ∀ q, ∑ p, (‖M p q‖ : ℂ) ^ 2 = 1 := by
    intro q
    have h := congrFun (congrFun hM q) q
    rw [Matrix.mul_apply, one_apply_eq] at h
    rw [← h]
    refine Finset.sum_congr rfl fun p _ => ?_
    rw [conjTranspose_apply, Complex.star_def, Complex.conj_mul']
  have htot : ∑ p, ∑ q ∈ B, (‖M p q‖ : ℂ) ^ 2 = B.card := by
    rw [Finset.sum_comm, Finset.sum_congr rfl fun q _ => hcol q]
    simp
  rw [raising_norm hc hψ, ← htot, ← Finset.sum_add_sum_compl A]
  ring
```

For a small instance, take two orbitals of each spin, numbered 0 and 1, with \(A=B=\{0\}\) and

\[
M=\begin{pmatrix}0.8&-0.6\\0.6&0.8\end{pmatrix}.
\]

The formula gives \(1-0.8^2=0.36\). Directly, the flip into up orbital 0 is blocked and only \(0.6\,a_1^\dagger b_0\psi\) remains, with squared norm \(0.6^2=0.36\).

## When the raised state vanishes

A sum of non-negative terms is zero only if each term is zero, so

\[
S_+\psi=0\quad\Longleftrightarrow\quad M_{pq}=0\ \text{ for all }p\notin A,\ q\in B .
\]

This again holds for any \(M\). The proof replaces \(S_+\psi=0\) by the vanishing of its squared norm, rewrites the sum as a real number (`hr`), and applies the non-negativity argument first to \(p\) and then to \(q\).

```lean
/-- For operators obeying the anticommutation relations and any matrix `M`, `raising c M`
annihilates a determinant exactly when `M p q = 0` for every empty up orbital `p` and every occupied
down orbital `q`. -/
theorem raising_eq_zero_iff (hc : IsCAR c) (hψ : IsDeterminant c A B ψ) (M : Matrix n n ℂ) :
    raising c M *ᵥ ψ = 0 ↔ ∀ p, p ∉ A → ∀ q ∈ B, M p q = 0 := by
  have hr : ∑ p ∈ Aᶜ, ∑ q ∈ B, (‖M p q‖ : ℂ) ^ 2 =
      ((∑ p ∈ Aᶜ, ∑ q ∈ B, ‖M p q‖ ^ 2 : ℝ) : ℂ) := by
    push_cast
    rfl
  rw [← dotProduct_star_self_eq_zero, raising_norm hc hψ, hr, Complex.ofReal_eq_zero,
    Finset.sum_eq_zero_iff_of_nonneg (fun p _ => by positivity)]
  constructor
  · intro h p hp q hq
    have h1 := h p (Finset.mem_compl.mpr hp)
    rw [Finset.sum_eq_zero_iff_of_nonneg (fun q _ => by positivity)] at h1
    simpa using h1 q hq
  · intro h p hp
    refine Finset.sum_eq_zero fun q hq => ?_
    rw [h p (Finset.mem_compl.mp hp) q hq]
    simp
```

When \(M\) is the unitary overlap matrix, the condition says that every occupied down orbital lies in the span of the occupied up orbitals. A restricted open-shell determinant whose unpaired electrons are all up satisfies it, because its down electrons occupy only orbitals that are also occupied by up electrons.

In an unrestricted Hartree–Fock calculation, which uses a single determinant in a finite basis, the norm enters the reported value of \(\langle S^2\rangle\). With \(m=(|A|-|B|)/2\), the standard identity \(S^2=S_-S_++S_z(S_z+1)\), where \(S_-=S_+^\dagger\), gives

\[
\langle S^2\rangle=m(m+1)+|B|-\sum_{p\in A}\sum_{q\in B}|M_{pq}|^2 .
\]

This last formula is textbook spin algebra added to the theorem; the Lean development defines neither \(S_z\) nor \(S^2\). For \(m\ge0\), the excess over \(m(m+1)\) is the spin contamination. A program can obtain the occupied block of \(M\) as \(C_\uparrow^\dagger\,\Sigma\,C_\downarrow\), where the columns of \(C_\uparrow\) and \(C_\downarrow\) are the occupied orbital coefficients and \(\Sigma\) is the overlap matrix of the basis functions, and then sum the squared moduli of its entries. In the instance above \(m=0\), so \(\langle S^2\rangle=0.36\) instead of the singlet value 0.

## One spatial orbital

The Fock space of one spatial orbital with both spins has the basis \(|0\rangle\), \(a^\dagger|0\rangle\), \(b^\dagger|0\rangle\), \(a^\dagger b^\dagger|0\rangle\). On it

\[
a\,a^\dagger b^\dagger|0\rangle=b^\dagger|0\rangle,\qquad
b\,a^\dagger b^\dagger|0\rangle=-a^\dagger|0\rangle ,
\]

and the minus sign is the entry \(-1\) in the second matrix.

```lean
/-- The annihilators of one spatial orbital, in the basis empty, up, down, doubly occupied. -/
def oneOrbital : Fin 1 ⊕ Fin 1 → Matrix (Fin 4) (Fin 4) ℂ
  | .inl _ => !![0, 1, 0, 0; 0, 0, 0, 0; 0, 0, 0, 1; 0, 0, 0, 0]
  | .inr _ => !![0, 0, 1, 0; 0, 0, 0, -1; 0, 0, 0, 0; 0, 0, 0, 0]
```

The third basis vector \(b^\dagger|0\rangle\) has \(A=\varnothing\) and \(B=\{0\}\). The matrices and this vector satisfy all the relations required of the operators and the determinant, which the proof confirms entry by entry. With \(M=1\) the main formula gives \(\|S_+\psi\|^2=1\), as expected for a single down spin raised to an up spin. This norm is not spin contamination, since \(m=-1/2\) is negative: the state is a pure doublet, with \(\langle S^2\rangle=-1/4+1=3/4\).

```lean
/-- The operators of one spatial orbital obey the anticommutation relations, and the third
basis vector is a determinant with only the down orbital occupied. -/
theorem oneOrbital_witness :
    IsCAR oneOrbital ∧ IsDeterminant oneOrbital ∅ {0} ![0, 0, 1, 0] := by
  refine ⟨⟨?_, ?_⟩, ⟨by simp, ?_, ?_, ?_, ?_⟩⟩
  · rintro (x | x) (y | y) <;> ext i j <;> fin_cases i <;> fin_cases j <;>
      simp [oneOrbital]
  · -- expand the products into entries before inserting the matrices
    rintro (x | x) (y | y) <;> fin_cases x <;> fin_cases y <;> ext i j <;>
      simp only [Matrix.add_apply, Matrix.mul_apply, conjTranspose_apply,
        Fin.sum_univ_four] <;>
      fin_cases i <;> fin_cases j <;> simp [oneOrbital]
  · intro p _
    ext i
    fin_cases i <;> simp [oneOrbital, mulVec, dotProduct, Fin.sum_univ_four]
  · intro q _
    ext i
    fin_cases i <;> simp [oneOrbital, mulVec, dotProduct, Fin.sum_univ_four]
  · intro q hq
    exact absurd (Finset.mem_singleton.mpr (Subsingleton.elim q 0)) hq
  · simp [dotProduct, Fin.sum_univ_four]

end SpinContamination
```

```lean
#print axioms SpinContamination.raising_norm
-- 'SpinContamination.raising_norm' depends on axioms: [propext, Classical.choice, Quot.sound]
#print axioms SpinContamination.spin_contamination
-- 'SpinContamination.spin_contamination' depends on axioms: [propext, Classical.choice, Quot.sound]
#print axioms SpinContamination.raising_eq_zero_iff
-- 'SpinContamination.raising_eq_zero_iff' depends on axioms: [propext, Classical.choice, Quot.sound]
```
